# Exchange is at most the Hartree term for a nonnegative pair interaction

Let \(g\) be a positive semidefinite one-body density matrix on a finite set of points, and let \(v_{ij}\ge 0\) be a real pair interaction. Then

\[
0\;\le\;\sum_{ij} v_{ij}\,|g_{ij}|^2\;\le\;\sum_{ij} v_{ij}\,g_{ii}\,g_{jj}.
\]

If \(g=uu^*\) for a single vector \(u\), the two sums on the right are equal for every \(v\), and self-interaction cancels. If \(v_{ij}>0\) whenever \(i\ne j\), equality occurs only for such \(g\).

The points may be grid points with spin, or spin-orbitals in which the interaction has density–density form. A general orbital basis would need four-index integrals, which are not treated here. In the code the index set is the type `n`, and `ComplexOrder` supplies the convention that \(0\le z\) for complex \(z\) means that \(z\) is real and nonnegative.

```lean
import Mathlib

open Matrix
open scoped ComplexOrder

namespace ExchangeHartreeBound

noncomputable section

variable {n : Type*}
```

## The two energy terms

The mean-field interaction energy of this finite model is \(\tfrac12(J-K)\), with the Hartree term

\[
J=\sum_{ij}v_{ij}\,g_{ii}\,g_{jj}.
\]

The factor one half is left out of the definition. The densities \(g_{ii}\) are complex numbers by type, so `hartree` takes their real parts and returns a real number.

```lean
/-- The Hartree term `∑ v(i,j) g(i,i) g(j,j)` of a density matrix `g` with pair interaction `v`,
without the customary factor one half. -/
def hartree [Fintype n] (v : n → n → ℝ) (g : Matrix n n ℂ) : ℝ :=
  ∑ i, ∑ j, v i j * ((g i i).re * (g j j).re)
```

The exchange term enters the energy with a minus sign, which `exchange` leaves out. The result is the magnitude of the term when \(v\ge 0\), but it may be negative otherwise:

\[
K=\sum_{ij}v_{ij}\,|g_{ij}|^2 .
\]

Both sums run over all ordered pairs, including \(i=j\), and \(v\) need not be symmetric.

```lean
/-- The magnitude `∑ v(i,j) |g(i,j)|²` of the exchange term, without the customary factor
one half. -/
def exchange [Fintype n] (v : n → n → ℝ) (g : Matrix n n ℂ) : ℝ :=
  ∑ i, ∑ j, v i j * ‖g i j‖ ^ 2
```

Taking real parts loses nothing when \(g\) is Hermitian: \(\overline{g_{ii}}=g_{ii}\), so \(g_{ii}\) is real.

```lean
/-- The diagonal elements (densities) of a Hermitian density matrix are real. -/
theorem density_real {g : Matrix n n ℂ} (hg : g.IsHermitian) (i : n) :
    g i i = ((g i i).re : ℂ) := by
  have h : (starRingEnd ℂ) (g i i) = g i i := hg.apply i i
  exact (Complex.conj_eq_iff_re.1 h).symm
```

## The bound at one pair of points

Restrict \(g\) to two points \(i\) and \(j\). The restriction is again positive semidefinite, so its determinant is nonnegative:

\[
0\le g_{ii}g_{jj}-g_{ij}g_{ji}=g_{ii}g_{jj}-|g_{ij}|^2,
\]

where \(g_{ji}=\overline{g_{ij}}\) was used. Where \(g_{ii}>0\), division by \(g_{ii}\) shows that the exchange hole \(|g_{ij}|^2/g_{ii}\) is no deeper than the density at \(j\).

In Lean, `hg.submatrix ![i, j]` is the restriction and `Matrix.det_fin_two` expands its determinant. The rewriting turns \(g_{ij}\overline{g_{ij}}\) into a squared norm, and `linarith` rearranges the inequality.

```lean
/-- For a positive semidefinite density matrix, the squared coherence at each pair of points is at
most the product of the densities. -/
theorem coherence_sq_le {g : Matrix n n ℂ} (hg : g.PosSemidef) (i j : n) :
    ‖g i j‖ ^ 2 ≤ (g i i).re * (g j j).re := by
  -- the two-point submatrix has a nonnegative determinant
  have h := (hg.submatrix ![i, j]).det_nonneg
  rw [Matrix.det_fin_two] at h
  have h' : 0 ≤ (g i i * g j j - g i j * g j i).re := (Complex.le_def.1 h).1
  have hc : (starRingEnd ℂ) (g i j) = g j i := hg.isHermitian.apply j i
  rw [← hc, Complex.mul_conj, density_real hg.isHermitian i, density_real hg.isHermitian j,
    ← Complex.ofReal_mul, ← Complex.ofReal_sub, Complex.ofReal_re, ← Complex.sq_norm] at h'
  linarith
```

## Summing over pairs

Multiply the pair bound by \(v_{ij}\ge 0\) and sum:

\[
K=\sum_{ij}v_{ij}|g_{ij}|^2\le\sum_{ij}v_{ij}g_{ii}g_{jj}=J .
\]

Each term of \(K\) is a product of nonnegative numbers, so \(K\ge 0\). The theorem assumes `hg`, that \(g\) is positive semidefinite, and `hv`, that no value \(v_{ij}\) is negative. It fixes no particle number and does not require occupations to be at most one.

```lean
/-- For a positive semidefinite density matrix and a nonnegative pair interaction, the exchange
term is nonnegative and never exceeds the Hartree term. -/
theorem exchange_le_hartree [Fintype n] {g : Matrix n n ℂ} (hg : g.PosSemidef)
    {v : n → n → ℝ} (hv : ∀ i j, 0 ≤ v i j) :
    0 ≤ exchange v g ∧ exchange v g ≤ hartree v g := by
  constructor
  · exact Finset.sum_nonneg fun i _ => Finset.sum_nonneg fun j _ =>
      mul_nonneg (hv i j) (sq_nonneg _)
  · exact Finset.sum_le_sum fun i _ => Finset.sum_le_sum fun j _ =>
      mul_le_mul_of_nonneg_left (coherence_sq_le hg i j) (hv i j)
```

Hermiticity alone would not be enough. Take two points, \(v_{12}=v_{21}=1\), \(v_{11}=v_{22}=0\), and

\[
g=\begin{pmatrix}0&1\\1&0\end{pmatrix}.
\]

This matrix has the eigenvalue \(-1\), a negative occupation. It gives \(K=2\) and \(J=0\), so the upper bound fails.

## Cancellation for a single orbital

Let \(g_{ij}=u_i\overline{u_j}\), written `vecMulVec u (star u)` in Lean. Then

\[
|g_{ij}|^2=|u_i|^2|u_j|^2=g_{ii}g_{jj},
\]

so \(J\) and \(K\) agree term by term, whatever the sign of \(v\). The vector \(u\) need not be normalised: for a normalised orbital \(\varphi\) with occupation \(f\), \(u=\sqrt f\,\varphi\). With \(f=1\) this is one electron, whose Hartree repulsion with itself is removed exactly by exchange. Approximate exchange functionals need not share this property, and the remainder is a self-interaction error.

The proof establishes \(\operatorname{Re}(z\bar z)=|z|^2\) and applies it to both densities.

```lean
/-- For `g = u u*`, built from a single orbital `u`, exchange equals the Hartree term for every
pair interaction. -/
theorem self_interaction_cancels [Fintype n] (v : n → n → ℝ) (u : n → ℂ) :
    exchange v (vecMulVec u (star u)) = hartree v (vecMulVec u (star u)) := by
  have hre : ∀ z : ℂ, (z * star z).re = ‖z‖ ^ 2 := by
    intro z
    rw [Complex.star_def, Complex.mul_conj, Complex.ofReal_re, Complex.sq_norm]
  unfold exchange hartree
  refine Finset.sum_congr rfl fun i _ => Finset.sum_congr rfl fun j _ => ?_
  simp only [vecMulVec_apply, Pi.star_apply]
  rw [hre, hre, norm_mul, norm_star, mul_pow]
```

## A purely on-site interaction cannot tell

The converse needs an interaction that sees the off-diagonal elements of \(g\). If \(v_{ij}=0\) for \(i\neq j\), only diagonal terms remain, and

\[
K=\sum_i v_{ii}|g_{ii}|^2=\sum_i v_{ii}g_{ii}^2=J
\]

for every Hermitian \(g\), including the \(2\times2\) identity, which has rank two. Here "on-site" means that the full index is the same. When the index includes spin, a Hubbard repulsion between opposite spins on one site couples distinct indices and is not of this kind.

The Lean proof splits each term into the cases \(i=j\) and \(i\ne j\).

```lean
/-- For an interaction that acts only on site, exchange equals the Hartree term for every
Hermitian density matrix. -/
theorem onsite_exchange_eq_hartree [Fintype n] {g : Matrix n n ℂ} (hg : g.IsHermitian)
    {v : n → n → ℝ} (hv : ∀ i j, i ≠ j → v i j = 0) :
    exchange v g = hartree v g := by
  unfold exchange hartree
  refine Finset.sum_congr rfl fun i _ => Finset.sum_congr rfl fun j _ => ?_
  by_cases hij : i = j
  · subst hij
    rw [density_real hg i, Complex.sq_norm, Complex.normSq_ofReal, Complex.ofReal_re]
  · rw [hv i j hij, zero_mul, zero_mul]
```

## Three points fix the phase

Suppose now that every pair bound is saturated, \(|g_{ij}|^2=g_{ii}g_{jj}\). The moduli are then those of a single orbital, but the phases still have to be consistent. Set

\[
z=g_{ij}g_{jk}g_{ki},\qquad D=g_{ii}g_{jj}g_{kk}\ge 0 .
\]

The determinant of \(g\) restricted to \(i,j,k\) is nonnegative. It contains \(D\), the two cyclic products \(z\) and \(\bar z\), and three products such as \(g_{ii}g_{jk}g_{kj}\), each of which equals \(D\) by saturation. Hence

\[
0\le D-3D+z+\bar z=2\operatorname{Re}z-2D,
\]

so \(\operatorname{Re}z\ge D\). Saturation also gives

\[
|z|^2=|g_{ij}|^2|g_{jk}|^2|g_{ki}|^2=D^2 .
\]

Therefore \((\operatorname{Im}z)^2=D^2-(\operatorname{Re}z)^2\le 0\), and \(z=D\).

In the code, `hs` is saturation in the form \(g_{ab}g_{ba}=g_{aa}g_{bb}\), `hexp` is the reduction of the determinant, and `key` is the last step, from the modulus and the real part to \(z=D\).

```lean
/-- If every squared coherence of a positive semidefinite density matrix equals the product of the
two densities, the product of coherences around any three points equals the product of the three
densities. -/
theorem three_point_phase {g : Matrix n n ℂ} (hg : g.PosSemidef)
    (h : ∀ i j, ‖g i j‖ ^ 2 = (g i i).re * (g j j).re) (i j k : n) :
    g i j * g j k * g k i = g i i * g j j * g k k := by
  have hc : ∀ a b, (starRingEnd ℂ) (g a b) = g b a := fun a b => hg.isHermitian.apply b a
  have hr := density_real hg.isHermitian
  have hs : ∀ a b, g a b * g b a = g a a * g b b := by
    intro a b
    rw [← hc a b, Complex.mul_conj, ← Complex.sq_norm, h a b, Complex.ofReal_mul,
      ← hr a, ← hr b]
  have hpos : ∀ a, 0 ≤ (g a a).re := by
    intro a
    have h1 := (hg.submatrix ![a]).det_nonneg
    rw [Matrix.det_fin_one] at h1
    exact (Complex.le_def.1 h1).1
  -- a complex number of modulus d whose real part is at least d equals d
  have key : ∀ (z : ℂ) (d : ℝ), 0 ≤ d → d ≤ z.re → Complex.normSq z = d ^ 2 → z = (d : ℂ) := by
    intro z d hd h1 h2
    rw [Complex.normSq_apply] at h2
    have him : z.im = 0 := by
      have : z.im ^ 2 ≤ 0 := by nlinarith
      exact (pow_eq_zero_iff two_ne_zero).1 (le_antisymm this (sq_nonneg _))
    have hre : z.re = d := by
      apply le_antisymm _ h1
      nlinarith [sq_nonneg z.im]
    exact Complex.ext (by simpa using hre) (by simpa using him)
  have hD : g i i * g j j * g k k = (((g i i).re * (g j j).re * (g k k).re : ℝ) : ℂ) := by
    rw [Complex.ofReal_mul, Complex.ofReal_mul, ← hr i, ← hr j, ← hr k]
  -- the three-point determinant bounds the real part from below
  have hdet := (hg.submatrix ![i, j, k]).det_nonneg
  rw [Matrix.det_fin_three] at hdet
  have h3 : 0 ≤ (g i i * g j j * g k k - g i i * g j k * g k j - g i j * g j i * g k k
      + g i j * g j k * g k i + g i k * g j i * g k j - g i k * g j j * g k i).re :=
    (Complex.le_def.1 hdet).1
  have hconj : (starRingEnd ℂ) (g i j * g j k * g k i) = g j i * g k j * g i k := by
    rw [map_mul, map_mul, hc, hc, hc]
  have hexp : g i i * g j j * g k k - g i i * g j k * g k j - g i j * g j i * g k k
      + g i j * g j k * g k i + g i k * g j i * g k j - g i k * g j j * g k i
      = g i j * g j k * g k i + (starRingEnd ℂ) (g i j * g j k * g k i)
        - (g i i * g j j * g k k + g i i * g j j * g k k) := by
    rw [hconj]
    linear_combination -(g i i) * hs j k - g k k * hs i j - g j j * hs i k
  rw [hexp, hD, Complex.sub_re, Complex.add_re, Complex.add_re, Complex.conj_re,
    Complex.ofReal_re] at h3
  rw [hD]
  apply key
  · exact mul_nonneg (mul_nonneg (hpos i) (hpos j)) (hpos k)
  · linarith
  · rw [Complex.normSq_mul, Complex.normSq_mul, ← Complex.sq_norm (g i j),
      ← Complex.sq_norm (g j k), ← Complex.sq_norm (g k i), h i j, h j k, h k i]
    ring
```

## Recovering the orbital

If some density \(g_{kk}\) is nonzero, fix that \(k\). The aim is the factorisation

\[
g_{ij}\,g_{kk}=g_{ik}\,g_{kj}.
\]

When \(g_{ii}\) or \(g_{jj}\) vanishes, saturation makes both sides zero. Otherwise \(D\neq 0\). Multiply \(z=D\) by \(g_{kj}g_{ik}\) and regroup the left side:

\[
g_{ij}\,(g_{jk}g_{kj})(g_{ki}g_{ik})=g_{ij}\,(g_{jj}g_{kk})(g_{kk}g_{ii})=D\,g_{ij}g_{kk}.
\]

The right side is \(D\,g_{ik}g_{kj}\), and cancelling \(D\) gives the factorisation. Now define \(u_i=g_{ik}/\sqrt{g_{kk}}\). Then

\[
u_i\overline{u_j}=\frac{g_{ik}\,g_{kj}}{g_{kk}}=g_{ij}.
\]

If all densities vanish, saturation gives \(g=0\), and \(u=0\) serves.

The factorisation is `hfac`. Its `linear_combination` carries out the regrouping above, after `mul_left_cancel₀` has introduced the factor \(D\). The fact `hz` handles vanishing densities.

```lean
/-- If every squared coherence of a positive semidefinite density matrix equals the product of the
two densities, the matrix is `u u*` for a single vector `u`. -/
theorem single_orbital_of_saturated {g : Matrix n n ℂ} (hg : g.PosSemidef)
    (h : ∀ i j, ‖g i j‖ ^ 2 = (g i i).re * (g j j).re) :
    ∃ u : n → ℂ, g = vecMulVec u (star u) := by
  have hc : ∀ a b, (starRingEnd ℂ) (g a b) = g b a := fun a b => hg.isHermitian.apply b a
  have hr := density_real hg.isHermitian
  have hs : ∀ a b, g a b * g b a = g a a * g b b := by
    intro a b
    rw [← hc a b, Complex.mul_conj, ← Complex.sq_norm, h a b, Complex.ofReal_mul,
      ← hr a, ← hr b]
  have hz : ∀ a b, g a a = 0 ∨ g b b = 0 → g a b = 0 := by
    intro a b hab
    have h0 : ‖g a b‖ ^ 2 = 0 := by
      rw [h a b]
      rcases hab with h1 | h1 <;> rw [h1] <;> simp
    exact norm_eq_zero.1 ((pow_eq_zero_iff two_ne_zero).1 h0)
  by_cases hk : ∃ k, g k k ≠ 0
  · obtain ⟨k, hk⟩ := hk
    -- every element factorises through the occupied point k
    have hfac : ∀ i j, g i j * g k k = g i k * g k j := by
      intro i j
      by_cases hi : g i i = 0
      · rw [hz i j (Or.inl hi), hz i k (Or.inl hi), zero_mul, zero_mul]
      by_cases hj : g j j = 0
      · rw [hz i j (Or.inr hj), hz k j (Or.inr hj), zero_mul, mul_zero]
      apply mul_left_cancel₀ (mul_ne_zero (mul_ne_zero hi hj) hk)
      linear_combination (g k j * g i k) * three_point_phase hg h i j k
        - g i j * g k i * g i k * hs j k - g i j * g j j * g k k * hs k i
    have hpos : 0 ≤ (g k k).re := by
      have h1 := (hg.submatrix ![k]).det_nonneg
      rw [Matrix.det_fin_one] at h1
      exact (Complex.le_def.1 h1).1
    have hroot : ((√(g k k).re : ℝ) : ℂ) * ((√(g k k).re : ℝ) : ℂ) = g k k := by
      rw [← Complex.ofReal_mul, Real.mul_self_sqrt hpos, ← hr k]
    refine ⟨fun i => g i k / ((√(g k k).re : ℝ) : ℂ), ?_⟩
    ext i j
    rw [vecMulVec_apply, Pi.star_apply, Complex.star_def, map_div₀, Complex.conj_ofReal, hc j k,
      div_mul_div_comm, hroot, eq_div_iff hk]
    exact hfac i j
  · push Not at hk
    refine ⟨0, ?_⟩
    ext i j
    rw [hz i j (Or.inl (hk i)), vecMulVec_apply, Pi.zero_apply, zero_mul]
```

## When exchange equals the Hartree term

Let \(v_{ij}>0\) for all \(i\ne j\), and suppose \(K=J\). Every term of \(K\) is at most the corresponding term of \(J\): off the diagonal by the pair bound, and on the diagonal because the two terms are identical. Equal sums of terms ordered in this way agree term by term, so

\[
v_{ij}|g_{ij}|^2=v_{ij}g_{ii}g_{jj}.
\]

For \(i\ne j\), division by \(v_{ij}>0\) gives saturation. For \(i=j\), saturation holds automatically. The previous result then supplies \(u\), and the reverse implication is the single-orbital cancellation.

The theorem thus reads: for positive semidefinite \(g\) and an interaction strictly positive between distinct points, `exchange v g = hartree v g` holds if and only if \(g=uu^*\) for some \(u\). The diagonal values \(v_{ii}\) are unrestricted and may even be negative. Strict positivity stands for a repulsion that reaches every pair of distinct points, as a Coulomb interaction does on a finite grid; if the index includes spin, it must also act between opposite spins at the same position. The vector \(u\) may be zero, so the empty system is included.

The proof applies `Finset.sum_eq_sum_iff_of_le` twice, first to the rows and then to the entries within a row.

```lean
/-- For a positive semidefinite density matrix and an interaction that is strictly positive between
distinct points, exchange equals the Hartree term exactly when the density matrix is `u u*` for a
single vector `u`. -/
theorem exchange_eq_hartree_iff [Fintype n] {g : Matrix n n ℂ} (hg : g.PosSemidef)
    {v : n → n → ℝ} (hv : ∀ i j, i ≠ j → 0 < v i j) :
    exchange v g = hartree v g ↔ ∃ u : n → ℂ, g = vecMulVec u (star u) := by
  constructor
  · intro heq
    have hdiag : ∀ i, ‖g i i‖ ^ 2 = (g i i).re * (g i i).re := by
      intro i
      rw [density_real hg.isHermitian i, Complex.sq_norm, Complex.normSq_ofReal,
        Complex.ofReal_re]
    have hle : ∀ i j, v i j * ‖g i j‖ ^ 2 ≤ v i j * ((g i i).re * (g j j).re) := by
      intro i j
      by_cases hij : i = j
      · subst hij
        rw [hdiag i]
      · exact mul_le_mul_of_nonneg_left (coherence_sq_le hg i j) (hv i j hij).le
    -- equal sums of ordered terms agree term by term
    unfold exchange hartree at heq
    have h1 := (Finset.sum_eq_sum_iff_of_le
      (fun i _ => Finset.sum_le_sum fun j _ => hle i j)).1 heq
    apply single_orbital_of_saturated hg
    intro i j
    by_cases hij : i = j
    · subst hij
      exact hdiag i
    · have h2 := (Finset.sum_eq_sum_iff_of_le (fun j _ => hle i j)).1
        (h1 i (Finset.mem_univ i)) j (Finset.mem_univ j)
      exact mul_left_cancel₀ (hv i j hij).ne' h2
  · rintro ⟨u, rfl⟩
    exact self_interaction_cancels v u

end

end ExchangeHartreeBound
```

```lean
#print axioms ExchangeHartreeBound.exchange_le_hartree
#print axioms ExchangeHartreeBound.onsite_exchange_eq_hartree
#print axioms ExchangeHartreeBound.exchange_eq_hartree_iff
```

```
'ExchangeHartreeBound.exchange_le_hartree' depends on axioms: [propext, Classical.choice, Quot.sound]
'ExchangeHartreeBound.onsite_exchange_eq_hartree' depends on axioms: [propext, Classical.choice, Quot.sound]
'ExchangeHartreeBound.exchange_eq_hartree_iff' depends on axioms: [propext, Classical.choice, Quot.sound]
```

## The same bound with spin summed out

Spin can also be summed out, which leaves a density matrix \(P\) over spatial points. For a closed shell with spin-independent \(v\), each spin block of \(g\) is \(P/2\), and the blocks between opposite spins vanish. The two terms become

\[
J=\sum_{ij}v_{ij}P_{ii}P_{jj},\qquad K=\tfrac12\sum_{ij}v_{ij}|P_{ij}|^2 .
\]

For \(v\ge 0\), the pair bound applied to \(P\) now gives \(K\le\tfrac12 J\). Equality of \(K\) and \(J\) would force \(J=0\), because the repulsion between electrons of opposite spin is not cancelled by exchange. With spin kept in the index, a single electron appears as a case of equality.
